# Positivity of the ultrasoft overlap 1 + P q Pᴴ for linearly independent projectors is decided by q + R⁻¹

Let \(P\) be a complex \(n\times m\) matrix whose columns are projector functions written in a finite orthonormal basis, let \(q\) be a complex \(m\times m\) matrix of augmentation charges, and let \({}^H\) denote the conjugate transpose. The Gram matrix is \(R=P^HP\), assumed invertible; the overlap operator is \(S=1+PqP^H\), the small matrix is \(K=q+R^{-1}\), and the dual functions are the columns of \(D=PR^{-1}\).

```lean
import Mathlib

open Matrix
open scoped ComplexOrder

namespace UltrasoftOverlap

noncomputable section

variable {n m : Type*} [Fintype n] [DecidableEq n] [Fintype m] [DecidableEq m]

/-- The Gram matrix `R = Pᴴ P` of the projector functions, which are the columns of `P`. -/
def projGram (P : Matrix n m ℂ) : Matrix m m ℂ := Pᴴ * P

/-- The overlap operator `S = 1 + P q Pᴴ` with augmentation charges `q`. -/
def overlap (P : Matrix n m ℂ) (q : Matrix m m ℂ) : Matrix n n ℂ := 1 + P * q * Pᴴ

/-- The small matrix `K = q + R⁻¹`, meant for projectors with invertible Gram matrix `R`. -/
def reduced (P : Matrix n m ℂ) (q : Matrix m m ℂ) : Matrix m m ℂ := q + (projGram P)⁻¹

/-- The dual functions `D = P R⁻¹`, meant for projectors with invertible Gram matrix `R`. -/
def dualProj (P : Matrix n m ℂ) : Matrix n m ℂ := P * (projGram P)⁻¹

omit [DecidableEq n] in
/-- If the Gram matrix `R` is invertible, the projectors and their dual functions are biorthonormal:
`Pᴴ D = 1`. -/
theorem proj_mul_dual (P : Matrix n m ℂ) (h : IsUnit (projGram P).det) :
    Pᴴ * dualProj P = 1 := by
  rw [dualProj, ← Matrix.mul_assoc]
  exact Matrix.mul_nonsing_inv (projGram P) h

/-- If the Gram matrix `R` is invertible, the matrix elements of the overlap operator between the
dual functions form the small matrix: `Dᴴ S D = q + R⁻¹`. -/
theorem dual_overlap_dual (P : Matrix n m ℂ) (q : Matrix m m ℂ)
    (h : IsUnit (projGram P).det) :
    (dualProj P)ᴴ * overlap P q * dualProj P = reduced P q := by
  have hb := proj_mul_dual P h
  have hb' : (dualProj P)ᴴ * P = 1 := by
    have := congrArg conjTranspose hb
    simpa only [conjTranspose_mul, conjTranspose_conjTranspose, conjTranspose_one] using this
  -- the overlap maps dual functions to projectors: `S D = P K`
  have hS : overlap P q * dualProj P = P * reduced P q := by
    rw [overlap, Matrix.add_mul, Matrix.one_mul, Matrix.mul_assoc, hb, Matrix.mul_one,
      reduced, Matrix.mul_add, dualProj, add_comm]
  rw [Matrix.mul_assoc, hS, ← Matrix.mul_assoc, hb', Matrix.one_mul]

/-- If the Gram matrix `R` is invertible, the overlap operator splits as `S = (1 - D Pᴴ)ᴴ (1 - D Pᴴ)
+ P (q + R⁻¹) Pᴴ`. -/
theorem overlap_split (P : Matrix n m ℂ) (q : Matrix m m ℂ)
    (h : IsUnit (projGram P).det) :
    overlap P q = (1 - dualProj P * Pᴴ)ᴴ * (1 - dualProj P * Pᴴ)
      + P * reduced P q * Pᴴ := by
  have hR : (projGram P)ᴴ = projGram P := by
    simp only [projGram, conjTranspose_mul, conjTranspose_conjTranspose]
  -- `D Pᴴ` is Hermitian and idempotent
  have hH : (dualProj P * Pᴴ)ᴴ = dualProj P * Pᴴ := by
    rw [conjTranspose_mul, conjTranspose_conjTranspose, dualProj, conjTranspose_mul,
      conjTranspose_nonsing_inv, hR, Matrix.mul_assoc]
  have hsq : dualProj P * Pᴴ * (dualProj P * Pᴴ) = dualProj P * Pᴴ := by
    rw [Matrix.mul_assoc, ← Matrix.mul_assoc Pᴴ, proj_mul_dual P h, Matrix.one_mul]
  have hK : P * reduced P q * Pᴴ = P * q * Pᴴ + dualProj P * Pᴴ := by
    rw [reduced, Matrix.mul_add, Matrix.add_mul, dualProj]
  rw [conjTranspose_sub, conjTranspose_one, hH, hK, overlap]
  simp only [Matrix.sub_mul, Matrix.mul_sub, Matrix.one_mul, Matrix.mul_one, hsq]
  abel

/-- For projectors with invertible Gram matrix `R`, the overlap operator `1 + P q Pᴴ` is
positive definite if and only if the small matrix `q + R⁻¹` is positive definite. -/
theorem overlap_posDef_iff (P : Matrix n m ℂ) (q : Matrix m m ℂ)
    (h : IsUnit (projGram P).det) :
    (overlap P q).PosDef ↔ (reduced P q).PosDef := by
  constructor
  · intro hS
    have hinj : Function.Injective (dualProj P).mulVec := by
      intro x y hxy
      have := congrArg (fun v => Pᴴ *ᵥ v) hxy
      simpa only [Matrix.mulVec_mulVec, proj_mul_dual P h, Matrix.one_mulVec] using this
    rw [← dual_overlap_dual P q h]
    exact hS.conjTranspose_mul_mul_same hinj
  · intro hK
    have hA := posSemidef_conjTranspose_mul_self (1 - dualProj P * Pᴴ)
    rw [posDef_iff_dotProduct_mulVec]
    refine ⟨?_, fun x hx => ?_⟩
    · rw [overlap_split P q h]
      exact (hA.add (hK.posSemidef.mul_mul_conjTranspose_same P)).isHermitian
    · by_cases hc : Pᴴ *ᵥ x = 0
      · -- a state orthogonal to all projectors keeps its ordinary norm
        have hSx : overlap P q *ᵥ x = x := by
          rw [overlap, Matrix.add_mulVec, Matrix.one_mulVec, ← Matrix.mulVec_mulVec, hc,
            Matrix.mulVec_zero, add_zero]
        rw [hSx]
        exact lt_of_le_of_ne (dotProduct_star_self_nonneg x)
          (fun h0 => hx (dotProduct_star_self_eq_zero.1 h0.symm))
      · -- otherwise the small matrix contributes a strictly positive term
        have hquad : star x ⬝ᵥ (P * reduced P q * Pᴴ) *ᵥ x
            = star (Pᴴ *ᵥ x) ⬝ᵥ reduced P q *ᵥ (Pᴴ *ᵥ x) := by
          rw [Matrix.star_mulVec, conjTranspose_conjTranspose, ← Matrix.dotProduct_mulVec]
          simp only [Matrix.mulVec_mulVec, Matrix.mul_assoc]
        rw [overlap_split P q h, Matrix.add_mulVec, dotProduct_add, hquad]
        exact add_pos_of_nonneg_of_pos (hA.dotProduct_mulVec_nonneg x)
          (hK.dotProduct_mulVec_pos hc)

/-- For projectors with invertible Gram matrix `R`, the overlap operator is positive
semidefinite if and only if `q + R⁻¹` is positive semidefinite. -/
theorem overlap_posSemidef_iff (P : Matrix n m ℂ) (q : Matrix m m ℂ)
    (h : IsUnit (projGram P).det) :
    (overlap P q).PosSemidef ↔ (reduced P q).PosSemidef := by
  constructor
  · intro hS
    rw [← dual_overlap_dual P q h]
    exact hS.conjTranspose_mul_mul_same (dualProj P)
  · intro hK
    rw [overlap_split P q h]
    exact (posSemidef_conjTranspose_mul_self _).add (hK.mul_mul_conjTranspose_same P)

/-- If the Gram matrix `R` is invertible, the determinant of the overlap operator is the product of
two small determinants: `det S = det R * det (q + R⁻¹)`. -/
theorem det_overlap (P : Matrix n m ℂ) (q : Matrix m m ℂ)
    (h : IsUnit (projGram P).det) :
    (overlap P q).det = (projGram P).det * (reduced P q).det := by
  rw [← det_mul, overlap, det_one_add_mul_comm, reduced, Matrix.mul_add,
    Matrix.mul_nonsing_inv _ h, projGram, Matrix.mul_assoc, add_comm]

/-- When `R` and `K = q + R⁻¹` are invertible, the inverse overlap operator is
`S⁻¹ = 1 - P q K⁻¹ R⁻¹ Pᴴ`. -/
theorem overlap_inv (P : Matrix n m ℂ) (q : Matrix m m ℂ)
    (h : IsUnit (projGram P).det) (hK : IsUnit (reduced P q).det) :
    (overlap P q)⁻¹ = 1 - P * q * (reduced P q)⁻¹ * (projGram P)⁻¹ * Pᴴ := by
  have h0 : P * q * projGram P * (projGram P)⁻¹ = P * q := by
    rw [Matrix.mul_assoc (P * q), Matrix.mul_nonsing_inv _ h, Matrix.mul_one]
  -- `S P q = P q R K`
  have h1 : overlap P q * (P * q) = P * q * projGram P * reduced P q := by
    rw [overlap, reduced, Matrix.add_mul, Matrix.one_mul, Matrix.mul_add, h0, projGram]
    simp only [Matrix.mul_assoc]
    exact add_comm _ _
  have h2 : overlap P q * (P * q * (reduced P q)⁻¹ * (projGram P)⁻¹ * Pᴴ) = P * q * Pᴴ := by
    calc _ = overlap P q * (P * q) * (reduced P q)⁻¹ * (projGram P)⁻¹ * Pᴴ := by
          simp only [Matrix.mul_assoc]
      _ = P * q * projGram P * (reduced P q * (reduced P q)⁻¹) * (projGram P)⁻¹ * Pᴴ := by
          rw [h1]
          simp only [Matrix.mul_assoc]
      _ = P * q * Pᴴ := by
          rw [Matrix.mul_nonsing_inv _ hK, Matrix.mul_one, h0]
  apply Matrix.inv_eq_right_inv
  rw [Matrix.mul_sub, Matrix.mul_one, h2, overlap, add_sub_cancel_right]

/-- For orthonormal projectors and real diagonal charges `d i`, the overlap operator is
positive definite if and only if every charge is larger than `-1`. -/
theorem overlap_posDef_iff_of_orthonormal (P : Matrix n m ℂ) (hP : Pᴴ * P = 1)
    (d : m → ℝ) :
    (overlap P (diagonal fun i => (d i : ℂ))).PosDef ↔ ∀ i, -1 < d i := by
  have hg : projGram P = 1 := hP
  have hK : reduced P (diagonal fun i => (d i : ℂ))
      = diagonal fun i => ((d i + 1 : ℝ) : ℂ) := by
    ext i j
    by_cases hij : i = j
    · subst hij
      simp [reduced, hg]
    · simp [reduced, hg, hij]
  rw [overlap_posDef_iff P _ (by rw [hg, det_one]; exact isUnit_one), hK,
    posDef_diagonal_iff]
  refine forall_congr' fun i => ?_
  rw [Complex.zero_lt_real]
  constructor <;> intro hi <;> linarith

end

end UltrasoftOverlap
```

```lean
#print axioms UltrasoftOverlap.overlap_posSemidef_iff
#print axioms UltrasoftOverlap.det_overlap
#print axioms UltrasoftOverlap.overlap_inv
#print axioms UltrasoftOverlap.overlap_posDef_iff_of_orthonormal
```

```
'UltrasoftOverlap.overlap_posSemidef_iff' depends on axioms: [propext, Classical.choice, Quot.sound]
'UltrasoftOverlap.det_overlap' depends on axioms: [propext, Classical.choice, Quot.sound]
'UltrasoftOverlap.overlap_inv' depends on axioms: [propext, Classical.choice, Quot.sound]
'UltrasoftOverlap.overlap_posDef_iff_of_orthonormal' depends on axioms: [propext, Classical.choice, Quot.sound]
```

## The criterion and its physical content

In Dirac notation, with \(|\beta_i\rangle\) for column \(i\) of \(P\), the overlap is

\[
S = 1+\sum_{ij}|\beta_i\rangle\, q_{ij}\,\langle\beta_j| .
\]

In ultrasoft and projector augmented-wave methods a smooth wavefunction \(x\) does not in general carry the correct charge near the nuclei. The charges \(q_{ij}\) account for the difference, which can have either sign, and \(x^HSx\) takes the place of the ordinary squared norm. The Kohn–Sham equation becomes the generalised eigenvalue problem \(Hx=\varepsilon Sx\). If \(S\) is positive definite and \(H\) is Hermitian, this problem has real eigenvalues and an \(S\)-orthonormal basis of eigenvectors; in a finite basis, the theorem reduces the test of that condition on \(S\) to an \(m\times m\) matrix.

The main theorem, `overlap_posDef_iff`, says that \(S\) is positive definite if and only if \(K\) is. A positive semidefinite matrix \(q\) causes no difficulty, since \(R^{-1}\) is itself positive definite. The criterion matters when \(q\) has negative eigenvalues, and it says how negative \(q\) may be. For a single projector \(p\neq0\) it reads \(q\,\|p\|^2>-1\).

## How the Lean objects correspond to the physics

The finite types `n` and `m` label the basis functions and the projectors. With several atoms, an element of `m` stands for an atom together with a projector channel. The definitions `projGram`, `overlap`, `reduced` and `dualProj` are \(R\), \(S\), \(K\) and \(D\). The identity matrix in `overlap` fixes the convention that the underlying basis is orthonormal, as plane waves are.

The hypothesis `IsUnit (projGram P).det` says that \(\det R\neq0\), which means that the projectors are linearly independent in the chosen basis. There can then be no more projectors than basis functions.

`PosDef` means that the matrix is Hermitian and that \(x^HMx>0\) for every nonzero \(x\). The order on complex numbers is the one in which \(0<z\) makes \(z\) real and positive. No separate assumption that \(q\) is Hermitian is needed: if either side of the equivalence holds, then \(K\) is Hermitian, and so is \(q=K-R^{-1}\).

The charges are an arbitrary given matrix; they are not derived from atomic partial waves. The Hamiltonian does not enter, and neither does the limit of an infinite basis.

## From the overlap to the small matrix

The dual functions satisfy

\[
P^HD=P^HPR^{-1}=RR^{-1}=1,
\]

which is `proj_mul_dual`. Taking the conjugate transpose gives \(D^HP=1\). The overlap maps dual functions to combinations of projectors:

\[
SD=D+PqP^HD=PR^{-1}+Pq=PK .
\]

Multiplying by \(D^H\) from the left gives

\[
D^HSD=D^HPK=K ,
\]

which is `dual_overlap_dual`. The small matrix therefore collects the matrix elements of \(S\) between dual functions.

Suppose now that \(S\) is positive definite. Then \(K=D^HSD\) is Hermitian. If \(c\neq0\), then \(Dc\neq0\), because \(P^HDc=c\). Hence

\[
c^HKc=(Dc)^HS(Dc)>0 .
\]

In the Lean proof, `hinj` establishes that \(D\) is injective by applying \(P^H\) to both sides of \(Dx=Dy\), and `conjTranspose_mul_mul_same` then transfers positivity.

## From the small matrix back to the overlap

Set \(\Pi=DP^H=PR^{-1}P^H\). Since \(R\) is Hermitian, so is \(\Pi\), and

\[
\Pi^2=D(P^HD)P^H=DP^H=\Pi .
\]

Thus \(\Pi\) is the orthogonal projector onto the span of the projector functions, and \((1-\Pi)^H(1-\Pi)=1-\Pi\). Also

\[
PKP^H=PqP^H+PR^{-1}P^H=PqP^H+\Pi .
\]

Adding the two expressions gives the splitting proved in `overlap_split`:

\[
S=(1-\Pi)^H(1-\Pi)+PKP^H .
\]

There `hH` and `hsq` are the Hermiticity and idempotence of \(\Pi\), and `hK` is the expansion of \(PKP^H\).

Suppose that \(K\) is positive definite. Both terms of the splitting are Hermitian, so \(S\) is Hermitian. For \(x\neq0\),

\[
x^HSx=\|(1-\Pi)x\|^2+(P^Hx)^HK(P^Hx).
\]

If \(P^Hx\neq0\), the first term is nonnegative and the second is strictly positive. If \(P^Hx=0\), the state does not overlap with any projector, so \(Sx=x\) and \(x^HSx=\|x\|^2>0\). The step `by_cases hc` separates these two cases, and `hquad` rewrites the second term as a quadratic form in \(P^Hx\).

The semidefinite version, `overlap_posSemidef_iff`, uses the same two identities. It needs neither the injectivity of \(D\) nor the case distinction, because no strict inequality has to be preserved.

## Determinant, inverse and orthonormal projectors

For the determinant, the identity \(\det(1+AB)=\det(1+BA)\) with \(A=Pq\) and \(B=P^H\) gives

\[
\det S=\det(1+Rq)=\det\!\big(R(R^{-1}+q)\big)=\det R\,\det K .
\]

This is `det_overlap`, and it holds whether or not \(S\) is positive.

For the inverse, assume that \(K\) is invertible as well as \(R\). Then

\[
SPq=Pq+PqRq=PqR(R^{-1}+q)=PqRK ,
\]

and therefore

\[
S\,PqK^{-1}R^{-1}P^H=PqRKK^{-1}R^{-1}P^H=PqP^H=S-1 .
\]

Subtracting this from \(S\) yields

\[
S\left(1-PqK^{-1}R^{-1}P^H\right)=1 .
\]

For square matrices a right inverse is the inverse, which proves `overlap_inv`. In the code, `h1` and `h2` are the two displayed products. The charge matrix \(q\) itself need not be invertible.

Finally, let the projectors be orthonormal, so that \(R=1\), and let \(q\) be diagonal with real entries \(d_i\). Then \(K\) is diagonal with entries \(d_i+1\), and \(S\) is positive definite exactly when every \(d_i>-1\). The theorem `overlap_posDef_iff_of_orthonormal` computes \(K\) entry by entry and then applies the main criterion.

## Dependent or unnormalised projectors

Take one basis function and two identical projectors, with

\[
P=\begin{pmatrix}1&1\end{pmatrix},\qquad
R=\begin{pmatrix}1&1\\1&1\end{pmatrix},\qquad
q=-\tfrac14\begin{pmatrix}1&0\\0&1\end{pmatrix}.
\]

Here \(R\) is singular, while \(S=1-\tfrac14-\tfrac14=\tfrac12\) is positive. Lean assigns the value zero to the inverse of a singular matrix, so its \(K\) would be \(q\), which is negative definite. The pseudoinverse \(R/4\) does not rescue the criterion either: \(q+R/4\) has eigenvalues \(\tfrac14\) and \(-\tfrac14\). The remedy is to remove the redundancy and describe the same \(S\) with one projector \(p=1\) and the charge \(-\tfrac12\), for which \(K=\tfrac12\).

The bound \(d_i>-1\) likewise depends on normalisation. With one basis function, \(P=2\) and \(d=-\tfrac12\), the charge exceeds \(-1\), but \(S=1-2=-1\).

## Applying and testing the overlap in a plane-wave code

A plane-wave code need not store \(S\). It can form the projections \(c=P^Hx\), multiply them by \(q\), and add \(Pqc\) to \(x\). The inverse can be applied in a similar way, for example in a preconditioner or an iterative solver. Since \(K^{-1}R^{-1}=(RK)^{-1}=(1+Rq)^{-1}\), one solves the small system

\[
(1+Rq)\,y=P^Hx
\]

and returns \(S^{-1}x=x-Pqy\). No explicit inverse of \(R\) is required. When there are far fewer projectors than plane waves, the linear system is much smaller than one for \(S\) itself.

For Hermitian \(q\), positivity can be tested in the same small space. With a Cholesky factorisation \(R=LL^H\),

\[
L^HKL=1+L^HqL ,
\]

so \(S\) is positive definite exactly when the matrix on the right is. A second Cholesky factorisation decides this, up to rounding when an eigenvalue is close to zero. The matrix \(R\) must be computed from the projectors as represented in the basis actually used, including the overlaps between projectors on different atoms. If \(R\) is nearly singular, the projectors are close to linear dependence and both small calculations deserve a check of their conditioning.
